# The Duhamel sandwich: midpoint and equal-time bounds on the Duhamel two-point function

The isothermal static response of an observable $A$ in a thermal state can be obtained from the integral of an imaginary-time correlation function. Take a Hamiltonian $H$ with eigenvalues $E_i$, inverse temperature $\beta$, partition function $Z$ and Gibbs state $\rho = e^{-\beta H}/Z$, with populations $p_i = e^{-\beta E_i}/Z$, and write $\langle X\rangle = \operatorname{tr}(\rho X)$. Adding a term $-hA$ to $H$, with a real field $h$, at fixed $\beta$ gives the isothermal susceptibility

$$\chi = \left.\frac{\partial \langle A\rangle}{\partial h}\right|_{h=0} = \beta\left(\int_0^1 G(s)\,ds - \langle A\rangle^2\right), \qquad G(s) = \operatorname{tr}\!\left(\rho^{s} A \rho^{1-s} A\right),$$

where $G(s)$ is the correlator of $A$ with itself at imaginary-time separation $\beta(1-s)$. The integral $\int_0^1 G(s)\,ds$ is the Duhamel two-point function of $A$ with itself. Two single values can stand in for it: the equal-time value $G(1) = \operatorname{tr}(\rho A^2)$ and the midpoint value $G(1/2) = \operatorname{tr}(\rho^{1/2} A \rho^{1/2} A)$. For a finite-dimensional system with all populations strictly positive, the first can only overestimate the integral and the second can only underestimate it:

$$\operatorname{tr}\!\left(\rho^{1/2} A \rho^{1/2} A\right) \le \int_0^1 G(s)\,ds \le \operatorname{tr}\!\left(\rho A^2\right).$$

Lean checks this inequality, the width of the gap and the condition for it to close; the formula for $\chi$, which comes from differentiating the operator exponential $e^{-\beta(H - hA)}$ with respect to $h$ and is quoted here without derivation, and the two-level numbers at the end are not checked in Lean.

## The model

The states are labelled by a finite set `n`, with indices $i, j$. Operators are complex matrices of type `Matrix n n ℂ`.

```lean
import Mathlib

open Matrix MeasureTheory

namespace DuhamelSandwich

noncomputable section

variable {n : Type*} [Fintype n] [DecidableEq n]
```

The basis is the eigenbasis of the state, so $\rho = \operatorname{diag}(p_i)$ for a real function `p : n → ℝ`. No Hamiltonian, temperature or diagonalisation appears: the populations are the input. The normalisation $\sum_i p_i = 1$ is never assumed, and no proof below needs it.

```lean
/-- The state `ρ = diag(p_i)` written in its eigenbasis. -/
def rho (p : n → ℝ) : Matrix n n ℂ := diagonal fun i => (p i : ℂ)
```

For a real exponent $s$ the power $\rho^s$ is defined entry by entry as $\operatorname{diag}(p_i^s)$. The annotation `(p i ^ s : ℝ)` takes the real power first and converts it to a complex number afterwards.

```lean
/-- The real power `ρ^s = diag(p_i^s)`. -/
def rhoPow (p : n → ℝ) (s : ℝ) : Matrix n n ℂ := diagonal fun i => ((p i ^ s : ℝ) : ℂ)
```

The correlation function $G(s)$ is `corr p A s`. It is a complex number by construction, and its reality is something to prove.

```lean
/-- The correlation function `G(s) = tr(ρ^s A ρ^(1-s) A)`. -/
def corr (p : n → ℝ) (A : Matrix n n ℂ) (s : ℝ) : ℂ :=
  trace (rhoPow p s * A * rhoPow p (1 - s) * A)
```

The weight that will multiply each $|A_{ij}|^2$ is the Heinz mean of two numbers $x$ and $y$ (written $H_s$, with a subscript, and unrelated to the Hamiltonian $H$),

$$H_s(x,y) = \tfrac12\left(x^{s} y^{1-s} + y^{s} x^{1-s}\right),$$

written `heinz x y s`.

```lean
/-- The Heinz mean `(x^s y^(1-s) + y^s x^(1-s))/2` of two populations. -/
def heinz (x y s : ℝ) : ℝ := (x ^ s * y ^ (1 - s) + y ^ s * x ^ (1 - s)) / 2
```

## Two inequalities for the Heinz mean

At $s = 1/2$ both terms equal $x^{1/2} y^{1/2}$, so $H_{1/2}(x,y) = \sqrt{x}\sqrt{y}$, the geometric mean.

```lean
/-- At `s = 1/2` the Heinz mean equals `√x √y`. -/
theorem heinz_half (x y : ℝ) : heinz x y (1 / 2) = √x * √y := by
  have h : (1 : ℝ) - 1 / 2 = 1 / 2 := by norm_num
  rw [heinz, h, Real.sqrt_eq_rpow, Real.sqrt_eq_rpow]
  ring
```

Let $x, y > 0$ and $0 \le s \le 1$. Both bounds use $x^s x^{1-s} = x$ and $y^s y^{1-s} = y$, which are `ex` and `ey`.

For the lower bound put $a = x^s y^{1-s}$, $b = y^s x^{1-s}$ and $g = \sqrt{x}\sqrt{y}$. Then $ab = xy = g^2$. If $a + b < 2g$, squaring gives $(a+b)^2 < 4g^2 = 4ab$, that is $(a-b)^2 < 0$, which is impossible. Hence $H_{1/2} = g \le (a+b)/2 = H_s$. The auxiliary statement `key` is this argument for general $a, b \ge 0$, and the `calc` block verifies $ab = g^2$.

For the upper bound, both exponents $s$ and $1-s$ are non-negative, so both powers are non-decreasing in the base. The two differences below therefore have the same sign, whichever of $x$ and $y$ is larger:

$$0 \le \left(x^s - y^s\right)\left(x^{1-s} - y^{1-s}\right) = x + y - x^s y^{1-s} - y^s x^{1-s}.$$

Dividing by two gives $H_s \le (x+y)/2 = H_1$. In Lean `hp` is the sign of the product, split on `le_total x y`, and the final `nlinarith` expands it with `ex` and `ey`.

```lean
/-- For positive populations and `0 ≤ s ≤ 1` the Heinz mean lies between its values
at `s = 1/2` and at `s = 1`. -/
theorem heinz_bounds {x y s : ℝ} (hx : 0 < x) (hy : 0 < y) (h0 : 0 ≤ s) (h1 : s ≤ 1) :
    heinz x y (1 / 2) ≤ heinz x y s ∧ heinz x y s ≤ heinz x y 1 := by
  have ex : x ^ s * x ^ (1 - s) = x := by rw [← Real.rpow_add hx]; simp
  have ey : y ^ s * y ^ (1 - s) = y := by rw [← Real.rpow_add hy]; simp
  constructor
  · -- AM-GM: the two terms multiply to `x y`
    have key : ∀ a b g : ℝ, 0 ≤ a → 0 ≤ b → a * b = g * g → g ≤ (a + b) / 2 := by
      intro a b g ha hb hab
      by_contra h
      have h' : a + b < 2 * g := by linarith [not_le.mp h]
      have := mul_self_lt_mul_self (add_nonneg ha hb) h'
      nlinarith [sq_nonneg (a - b)]
    rw [heinz_half, heinz]
    refine key _ _ _ (by positivity) (by positivity) ?_
    calc x ^ s * y ^ (1 - s) * (y ^ s * x ^ (1 - s))
        = (x ^ s * x ^ (1 - s)) * (y ^ s * y ^ (1 - s)) := by ring
      _ = (√x * √x) * (√y * √y) := by
          rw [ex, ey, Real.mul_self_sqrt hx.le, Real.mul_self_sqrt hy.le]
      _ = √x * √y * (√x * √y) := by ring
  · -- both powers are monotone, so the product of the differences is nonnegative
    have h2 : 0 ≤ 1 - s := by linarith
    have hp : 0 ≤ (x ^ s - y ^ s) * (x ^ (1 - s) - y ^ (1 - s)) := by
      rcases le_total x y with h | h
      · exact mul_nonneg_of_nonpos_of_nonpos
          (sub_nonpos.mpr (Real.rpow_le_rpow hx.le h h0))
          (sub_nonpos.mpr (Real.rpow_le_rpow hx.le h h2))
      · exact mul_nonneg (sub_nonneg.mpr (Real.rpow_le_rpow hy.le h h0))
          (sub_nonneg.mpr (Real.rpow_le_rpow hy.le h h2))
    have e1 : heinz x y 1 = (x + y) / 2 := by simp [heinz]
    rw [e1, heinz]
    nlinarith
```

## Spectral form of the correlation function

Multiplying by a diagonal matrix rescales rows or columns, so $(\rho^s A \rho^{1-s})_{ij} = p_i^s A_{ij}\, p_j^{1-s}$, and

$$G(s) = \sum_{i,j} p_i^s\, A_{ij}\, p_j^{1-s} A_{ji}.$$

For Hermitian $A$, $A_{ji} = \overline{A_{ij}}$ and so $A_{ij}A_{ji} = |A_{ij}|^2$:

$$G(s) = \sum_{i,j} p_i^{s}\, p_j^{1-s}\, |A_{ij}|^2 .$$

The theorem `corr_eq` states that the complex number `corr p A s` equals this real sum, so $G$ is real for every $s$ and taking `.re` later loses nothing. The modulus $|A_{ij}|$ is `‖A i j‖`, and the step `h` is the identity $A_{ij}A_{ji} = |A_{ij}|^2$.

```lean
/-- Spectral form: for Hermitian `A`, `G(s)` is the real number
`∑ p_i^s p_j^(1-s) |A_ij|²`. -/
theorem corr_eq (p : n → ℝ) {A : Matrix n n ℂ} (hA : A.IsHermitian) (s : ℝ) :
    corr p A s = ((∑ i, ∑ j, p i ^ s * p j ^ (1 - s) * ‖A i j‖ ^ 2 : ℝ) : ℂ) := by
  simp only [corr, Matrix.trace, Matrix.diag_apply]
  rw [Complex.ofReal_sum]
  refine Finset.sum_congr rfl fun i _ => ?_
  rw [Matrix.mul_apply, Complex.ofReal_sum]
  refine Finset.sum_congr rfl fun j _ => ?_
  have h : A i j * A j i = ((‖A i j‖ ^ 2 : ℝ) : ℂ) := by
    rw [← hA.apply j i, Complex.star_def, Complex.mul_conj, Complex.normSq_eq_norm_sq]
  simp only [rhoPow, mul_diagonal, diagonal_mul]
  rw [Complex.ofReal_mul, Complex.ofReal_mul, ← h]
  ring
```

It is tempting to compare this sum with $G(1) = \sum_{i,j} p_i |A_{ij}|^2$ term by term. That fails: $p_i^s p_j^{1-s} \le p_i$ is false when $p_j > p_i$ and $s < 1$. With $p_i = 0.2$, $p_j = 0.8$ and $s = 1/2$ the left side is $0.4$ and the right side $0.2$. Treating the terms $(i,j)$ and $(j,i)$ together repairs this. Relabelling $i \leftrightarrow j$ and using $|A_{ji}| = |A_{ij}|$ gives $G(s) = \sum_{i,j} p_j^s p_i^{1-s}|A_{ij}|^2$, and averaging the two forms gives

$$G(s) = \sum_{i,j} H_s(p_i, p_j)\, |A_{ij}|^2 .$$

In the proof `h` is the relabelling, done by `Finset.sum_comm`, and `h2` splits the Heinz sum into half the sum of the two forms.

```lean
/-- Symmetrised form: for Hermitian `A`, `G(s)` weights each `|A_ij|²` by the Heinz mean
of `p_i` and `p_j`. -/
theorem corr_re_heinz (p : n → ℝ) {A : Matrix n n ℂ} (hA : A.IsHermitian) (s : ℝ) :
    (corr p A s).re = ∑ i, ∑ j, heinz (p i) (p j) s * ‖A i j‖ ^ 2 := by
  rw [corr_eq p hA, Complex.ofReal_re]
  -- relabel `i ↔ j` and use `|A_ji| = |A_ij|`
  have h : ∑ i, ∑ j, p j ^ s * p i ^ (1 - s) * ‖A i j‖ ^ 2
      = ∑ i, ∑ j, p i ^ s * p j ^ (1 - s) * ‖A i j‖ ^ 2 := by
    rw [Finset.sum_comm]
    refine Finset.sum_congr rfl fun i _ => Finset.sum_congr rfl fun j _ => ?_
    rw [← hA.apply j i, norm_star]
  have h2 : ∑ i, ∑ j, heinz (p i) (p j) s * ‖A i j‖ ^ 2
      = (∑ i, ∑ j, p i ^ s * p j ^ (1 - s) * ‖A i j‖ ^ 2
        + ∑ i, ∑ j, p j ^ s * p i ^ (1 - s) * ‖A i j‖ ^ 2) / 2 := by
    rw [← Finset.sum_add_distrib, Finset.sum_div]
    refine Finset.sum_congr rfl fun i _ => ?_
    rw [← Finset.sum_add_distrib, Finset.sum_div]
    refine Finset.sum_congr rfl fun j _ => ?_
    rw [heinz]
    ring
  linarith
```

## Pointwise bounds

At $s = 1/2$ the second exponent $1-s$ is also $1/2$. At $s = 1$, $\rho^0$ is the identity and $\rho^1 = \rho$, so $G(1) = \operatorname{tr}(\rho A A) = \operatorname{tr}(\rho A^2)$. Neither identity needs a property of $A$.

```lean
/-- The midpoint and endpoint values are `G(1/2) = tr(ρ^(1/2) A ρ^(1/2) A)` and
`G(1) = tr(ρ A²)`. -/
theorem corr_half_one (p : n → ℝ) (A : Matrix n n ℂ) :
    corr p A (1 / 2) = trace (rhoPow p (1 / 2) * A * rhoPow p (1 / 2) * A) ∧
      corr p A 1 = trace (rho p * A ^ 2) := by
  have h : (1 : ℝ) - 1 / 2 = 1 / 2 := by norm_num
  have h0 : rhoPow p 0 = 1 := by simp [rhoPow]
  have h1 : rhoPow p 1 = rho p := by simp [rhoPow, rho]
  refine ⟨by rw [corr, h], ?_⟩
  rw [corr, sub_self, h0, h1, mul_one, pow_two, mul_assoc]
```

Each weight $H_s(p_i,p_j)$ lies between $H_{1/2}(p_i,p_j)$ and $H_1(p_i,p_j)$, and it multiplies $|A_{ij}|^2 \ge 0$. Summing over $i$ and $j$,

$$G(1/2) \le G(s) \le G(1) \qquad \text{for } 0 \le s \le 1 .$$

The two nested uses of `Finset.sum_le_sum` are the double sum, and `mul_le_mul_of_nonneg_right` multiplies the scalar inequality by $|A_{ij}|^2$.

```lean
/-- Pointwise sandwich: for positive `p`, Hermitian `A` and `0 ≤ s ≤ 1`,
`G(1/2) ≤ G(s) ≤ G(1)`. -/
theorem corr_bounds {p : n → ℝ} (hp : ∀ i, 0 < p i) {A : Matrix n n ℂ} (hA : A.IsHermitian)
    {s : ℝ} (h0 : 0 ≤ s) (h1 : s ≤ 1) :
    (corr p A (1 / 2)).re ≤ (corr p A s).re ∧ (corr p A s).re ≤ (corr p A 1).re := by
  simp only [corr_re_heinz p hA]
  exact ⟨Finset.sum_le_sum fun i _ => Finset.sum_le_sum fun j _ =>
      mul_le_mul_of_nonneg_right (heinz_bounds (hp i) (hp j) h0 h1).1 (sq_nonneg _),
    Finset.sum_le_sum fun i _ => Finset.sum_le_sum fun j _ =>
      mul_le_mul_of_nonneg_right (heinz_bounds (hp i) (hp j) h0 h1).2 (sq_nonneg _)⟩
```

## The sandwich

For $p_i > 0$ one has $p_i^s = e^{s \ln p_i}$, so $G$ is a finite sum of exponentials in $s$ and is continuous. Integrating the pointwise bounds over an interval of length one leaves the constants unchanged:

$$G(1/2) = \int_0^1 G(1/2)\,ds \le \int_0^1 G(s)\,ds \le \int_0^1 G(1)\,ds = G(1).$$

In words, `duhamel_sandwich` says the following. For any finite index set, any $p$ with every $p_i > 0$ (`hp`) and any Hermitian $A$ (`hA`), the function $s \mapsto \operatorname{Re} G(s)$ is integrable on $[0,1]$ with respect to Lebesgue measure, its integral is at least $\operatorname{Re}\operatorname{tr}(\rho^{1/2} A \rho^{1/2} A)$, and it is at most $\operatorname{Re}\operatorname{tr}(\rho A^2)$. Integrability is part of the conclusion because Lean gives the value zero to the integral of a non-integrable function, and the first clause shows that the integral here is the genuine one. The statement covers full-rank states in finite dimension, given in their eigenbasis. States with a vanishing population, unbounded operators, and correlators of two different operators are not treated. With a single basis state all three quantities equal $p_i |A_{ii}|^2$.

The handling of continuity can be reused. The identity `e` rewrites every real power with a positive base as `Real.exp (Real.log (p i) * s)`; after that `fun_prop` sees only sums, products and exponentials and proves continuity with no side conditions left. The bounds `lo` and `up` come from `intervalIntegral.integral_mono_on`, which compares two integrable functions given an inequality on the closed interval only, exactly the range on which `corr_bounds` holds.

```lean
/-- Duhamel sandwich: for positive `p` and Hermitian `A`, `G` is integrable on `[0,1]` and
`tr(ρ^(1/2) A ρ^(1/2) A) ≤ ∫₀¹ tr(ρ^s A ρ^(1-s) A) ds ≤ tr(ρ A²)`. -/
theorem duhamel_sandwich {p : n → ℝ} (hp : ∀ i, 0 < p i) {A : Matrix n n ℂ}
    (hA : A.IsHermitian) :
    IntervalIntegrable (fun s => (corr p A s).re) volume 0 1 ∧
      (trace (rhoPow p (1 / 2) * A * rhoPow p (1 / 2) * A)).re
        ≤ ∫ s in (0 : ℝ)..1, (corr p A s).re ∧
      ∫ s in (0 : ℝ)..1, (corr p A s).re ≤ (trace (rho p * A ^ 2)).re := by
  have e : ∀ i (s : ℝ), p i ^ s = Real.exp (Real.log (p i) * s) :=
    fun i s => Real.rpow_def_of_pos (hp i) s
  have hc : Continuous fun s => (corr p A s).re := by
    simp only [corr_eq p hA, Complex.ofReal_re, e]
    fun_prop
  have hi : IntervalIntegrable (fun s => (corr p A s).re) volume 0 1 :=
    hc.intervalIntegrable 0 1
  have hk : ∀ c : ℝ, IntervalIntegrable (fun _ : ℝ => c) volume 0 1 :=
    fun c => continuous_const.intervalIntegrable 0 1
  -- integrate the pointwise bounds over an interval of unit length
  have lo := intervalIntegral.integral_mono_on zero_le_one (hk (corr p A (1 / 2)).re) hi
    fun s hs => (corr_bounds hp hA hs.1 hs.2).1
  have up := intervalIntegral.integral_mono_on zero_le_one hi (hk (corr p A 1).re)
    fun s hs => (corr_bounds hp hA hs.1 hs.2).2
  rw [intervalIntegral.integral_const, sub_zero, one_smul] at lo up
  rw [← (corr_half_one p A).1, ← (corr_half_one p A).2]
  exact ⟨hi, lo, up⟩
```

## Width of the sandwich

Subtract the two ends in the symmetrised form. For each pair,

$$H_1(p_i,p_j) - H_{1/2}(p_i,p_j) = \frac{p_i + p_j}{2} - \sqrt{p_i}\sqrt{p_j} = \tfrac12\left(\sqrt{p_i} - \sqrt{p_j}\right)^2,$$

using $\sqrt{p_i}\sqrt{p_i} = p_i$. Therefore

$$\operatorname{tr}(\rho A^2) - \operatorname{tr}\!\left(\rho^{1/2} A \rho^{1/2} A\right) = \tfrac12 \sum_{i,j}\left(\sqrt{p_i} - \sqrt{p_j}\right)^2 |A_{ij}|^2 ,$$

stated in Lean for the real parts. This number bounds the error made by replacing the integral with either end. The `linear_combination` step checks the identity for one pair from the two square-root relations `hi` and `hj`.

```lean
/-- For positive `p` and Hermitian `A`, the width
`Re tr(ρ A²) - Re tr(ρ^(1/2) A ρ^(1/2) A)` of the sandwich equals
`∑ (√p_i - √p_j)²/2 · |A_ij|²`. -/
theorem sandwich_width {p : n → ℝ} (hp : ∀ i, 0 < p i) {A : Matrix n n ℂ}
    (hA : A.IsHermitian) :
    (trace (rho p * A ^ 2)).re - (trace (rhoPow p (1 / 2) * A * rhoPow p (1 / 2) * A)).re
      = ∑ i, ∑ j, (√(p i) - √(p j)) ^ 2 / 2 * ‖A i j‖ ^ 2 := by
  rw [← (corr_half_one p A).1, ← (corr_half_one p A).2, corr_re_heinz p hA,
    corr_re_heinz p hA, ← Finset.sum_sub_distrib]
  refine Finset.sum_congr rfl fun i _ => ?_
  rw [← Finset.sum_sub_distrib]
  refine Finset.sum_congr rfl fun j _ => ?_
  have e1 : heinz (p i) (p j) 1 = (p i + p j) / 2 := by simp [heinz]
  have hi := Real.mul_self_sqrt (hp i).le
  have hj := Real.mul_self_sqrt (hp j).le
  rw [e1, heinz_half]
  linear_combination (-(‖A i j‖ ^ 2) / 2) * hi + (-(‖A i j‖ ^ 2) / 2) * hj
```

The width is a sum of non-negative terms, so it vanishes exactly when every term does, which means that for each pair either $\sqrt{p_i} = \sqrt{p_j}$, hence $p_i = p_j$, or $A_{ij} = 0$. The commutator has entries $(\rho A - A\rho)_{ij} = (p_i - p_j)A_{ij}$, which vanish under the same alternative. So the two ends coincide if and only if $\rho A = A \rho$. An operator may still mix states of equal population. The forward direction applies `Finset.sum_eq_zero_iff_of_nonneg` once for each index and then splits the vanishing product with `mul_eq_zero`; the backward direction reads off the $(i,j)$ entry of the commutation relation as `h1`, factors it in `h2` and splits that product in the same way. The theorem is about the two ends being equal to each other; it does not characterise equality in just one of the two inequalities.

```lean
/-- For positive `p` and Hermitian `A`, the lower and upper ends of the sandwich
coincide if and only if `A` commutes
with `ρ`. -/
theorem sandwich_collapse_iff {p : n → ℝ} (hp : ∀ i, 0 < p i) {A : Matrix n n ℂ}
    (hA : A.IsHermitian) :
    (trace (rho p * A ^ 2)).re = (trace (rhoPow p (1 / 2) * A * rhoPow p (1 / 2) * A)).re
      ↔ rho p * A = A * rho p := by
  rw [← sub_eq_zero, sandwich_width hp hA]
  have nn : ∀ i j, 0 ≤ (√(p i) - √(p j)) ^ 2 / 2 * ‖A i j‖ ^ 2 := fun i j => by positivity
  constructor
  · intro h
    ext i j
    have h1 := (Finset.sum_eq_zero_iff_of_nonneg
      fun i _ => Finset.sum_nonneg fun j _ => nn i j).1 h i (Finset.mem_univ i)
    have h2 := (Finset.sum_eq_zero_iff_of_nonneg fun j _ => nn i j).1 h1 j (Finset.mem_univ j)
    simp only [rho, mul_diagonal, diagonal_mul]
    -- either the populations agree or the matrix element vanishes
    rcases mul_eq_zero.mp h2 with h3 | h3
    · have h4 : (√(p i) - √(p j)) ^ 2 = 0 := by linarith
      have h5 : √(p i) = √(p j) := sub_eq_zero.mp ((pow_eq_zero_iff two_ne_zero).mp h4)
      rw [(Real.sqrt_inj (hp i).le (hp j).le).mp h5, mul_comm]
    · have h4 : A i j = 0 := norm_eq_zero.mp ((pow_eq_zero_iff two_ne_zero).mp h3)
      simp [h4]
  · intro h
    refine Finset.sum_eq_zero fun i _ => Finset.sum_eq_zero fun j _ => ?_
    have h1 := congrFun (congrFun h i) j
    simp only [rho, mul_diagonal, diagonal_mul] at h1
    have h2 : ((p i : ℂ) - p j) * A i j = 0 := by linear_combination h1
    rcases mul_eq_zero.mp h2 with h3 | h3
    · have h4 : p i = p j := Complex.ofReal_injective (sub_eq_zero.mp h3)
      simp [h4]
    · simp [h3]

end

end DuhamelSandwich
```

```lean
#print axioms DuhamelSandwich.duhamel_sandwich
-- 'DuhamelSandwich.duhamel_sandwich' depends on axioms: [propext, Classical.choice, Quot.sound]
#print axioms DuhamelSandwich.sandwich_collapse_iff
-- 'DuhamelSandwich.sandwich_collapse_iff' depends on axioms: [propext, Classical.choice, Quot.sound]
```

## A two-level instance

Take two states with $p_1 = 0.8$, $p_2 = 0.2$ and let $A = \sigma_x$, with $A_{12} = A_{21} = 1$ and zero diagonal. Then

$$G(s) = p_1^s p_2^{1-s} + p_2^s p_1^{1-s}.$$

The midpoint value is $2\sqrt{0.16} = 0.8$ and the equal-time value is $p_1 + p_2 = 1$. For the integral, write the first term as $p_2 (p_1/p_2)^s$, whose integral over $[0,1]$ is $(p_1 - p_2)/\ln(p_1/p_2)$; the second term gives the same. Hence

$$\int_0^1 G(s)\,ds = \frac{2 \times 0.6}{\ln 4} \approx 0.866,$$

and $0.8 \le 0.866 \le 1$. The width formula has two equal terms and gives $(\sqrt{0.8} - \sqrt{0.2})^2 = 1 - 2\sqrt{0.16} = 0.2$, which agrees with $1 - 0.8$.

The same state shows what two hypotheses do. Replace $A$ by the anti-Hermitian matrix $\mathrm{i}\sigma_x$, with $\mathrm{i}$ the imaginary unit. Since $G$ is quadratic in $A$, all three numbers change sign, to $-0.8$, $-0.866$ and $-1$, and both inequalities of the sandwich are violated. Keeping $A = \sigma_x$ but leaving the interval, at $s = 2$ one finds $G(2) = 0.64/0.2 + 0.04/0.8 = 3.25$, larger than $G(1) = 1$, so the upper pointwise bound depends on $s \le 1$.
